# Two coupled Casida excitations: an eigenvalue gap of at least twice the coupling, and a lower peak that goes dark at one dipole angle

Let W be the real symmetric 2 × 2 matrix with diagonal entries a, c and off-diagonal entry b > 0. Write

c − a = R cos θ, 2b = R sin θ, with R > 0 and 0 < θ < π.

Let d = (sin(α/2), cos(α/2)) be the unit vector of transition dipoles, with 0 ≤ α ≤ π. Then the eigenvalues E₁ < E₂ and the squared overlaps of d with the normalised eigenvectors u, v satisfy

E₂ − E₁ = R ≥ 2b

(d·u)² = sin²((α − θ)/2)

(d·v)² = cos²((α − θ)/2)

The lower peak is dark exactly when θ = α. The upper peak is never dark.

## Reading the two peaks from a Casida block

In linear-response time-dependent density functional theory, the double-pole approximation keeps two excitations and their coupling. For that truncated model with a frequency-independent matrix, the formulas give both peak positions and show how the coupling moves intensity between them.

In code, R is `hypot(c - a, 2*b)` and θ is `atan2(2*b, c - a)`. For a nonzero dipole vector D = (D₀, D₁) with nonnegative components, α is `2*atan2(D0, D1)`, and the strengths are multiplied by D₀² + D₁². Here D₀ and D₁ belong to the two excitations, and both are taken along one fixed polarisation direction. The angle α encodes the ratio of these two entries and is not an angle in space. A peak that is dark for one polarisation direction may be bright for another.

The meaning of the eigenvalues depends on the form of the equations. In the symmetric Casida form they are squared frequencies, so R is a difference of ω². For real orbitals and an adiabatic local or gradient-corrected functional, the dipole entries carry the square roots of the bare transition frequencies; with a hybrid functional, the matrix square root of A − B takes their place, where A and B are the usual blocks of the response equations. In the Tamm–Dancoff form the eigenvalues are the frequencies themselves and the dipole entries are the bare transition dipoles, so an oscillator strength needs a further factor of the excitation frequency.

A test case with simple numbers is a = 2, c = 5, b = 2. Here R = 5, the eigenvalues are 1 and 6, and the lower mode is (2, −1)/√5. The dipole (1, 1)/√2 gives strengths 1/10 and 9/10, while (1, 2)/√5 leaves the lower peak dark. In exact arithmetic, a Krylov solver started only from that last vector will not find the lower eigenvalue, although W has it.

The sign of b matters. Take a = c = 2, b = −1 and d = (1, 1)/√2. The lower mode is now (1, 1)/√2 with strength 1, and the upper peak is dark. A code that put |b| into the formula for θ would get θ = α = π/2 and call the wrong peak dark. The remedy is to flip the sign of one basis excitation, which changes the sign of b and of one dipole component together. The dipole components may then have opposite signs, which puts α outside the range assumed above.

## From the secular equation to the half-angles

An eigenvalue E satisfies

(E − a)(E − c) − b² = 0.

Completing the square gives

(E − (a + c)/2)² = ((c − a)² + 4b²)/4 = R²/4,

so E₁ = (a + c − R)/2 and E₂ = (a + c + R)/2. The gap is R, and R ≥ R sin θ = 2b. Equality requires sin θ = 1, that is, a = c.

Number vector components from 0. The first row of the eigenvalue equation for the lower mode is

(a − E₁) u₀ + b u₁ = 0.

The half-angle formulas give a − E₁ = R(1 − cos θ)/2 = R sin²(θ/2) and b = R sin(θ/2) cos(θ/2). Since R sin(θ/2) > 0, it can be divided out:

sin(θ/2) u₀ + cos(θ/2) u₁ = 0.

With normalisation, u = ±(cos(θ/2), −sin(θ/2)), and therefore

d·u = ±(sin(α/2) cos(θ/2) − cos(α/2) sin(θ/2)) = ± sin((α − θ)/2).

For the upper mode, a − E₂ = −R cos²(θ/2). Dividing the first row by −R cos(θ/2), which is nonzero, gives

cos(θ/2) v₀ − sin(θ/2) v₁ = 0.

Hence v = ±(sin(θ/2), cos(θ/2)) and d·v = ± cos((α − θ)/2). Squaring removes the arbitrary signs.

Because 0 ≤ α ≤ π and 0 < θ < π, the angle (α − θ)/2 lies strictly between −π/2 and π/2. There the sine vanishes only at zero and the cosine is positive, which gives both statements about dark peaks.

The same strengths appear in the driven response. Let x solve (z − W)x = d, with z different from E₁ and E₂. In the symmetric Casida form z stands for the square of the driving frequency. In the Tamm–Dancoff form it stands for the driving frequency itself, and d·x then describes only the resonant part of the response. Cramer's rule gives

d·x = (d₀²(z − c) + 2b d₀d₁ + d₁²(z − a)) / ((z − E₁)(z − E₂)).

Since d₁² − d₀² = cos α and 2d₀d₁ = sin α, the numerator equals

z − (a + c)/2 + (R/2) cos(α − θ) = sin²((α − θ)/2)(z − E₂) + cos²((α − θ)/2)(z − E₁).

Division by the denominator leaves

d·x = sin²((α − θ)/2)/(z − E₁) + cos²((α − θ)/2)/(z − E₂).

## The Lean file

```lean
import Mathlib

open Matrix

namespace DoublePoleApproximation

noncomputable section

/-- The Casida matrix of two coupled excitations, with diagonal entries `a`, `c` and
coupling `b`. -/
def casida (a b c : ℝ) : Matrix (Fin 2) (Fin 2) ℝ := !![a, b; b, c]

/-- The unit vector of transition dipoles of the two uncoupled excitations, at angle `α / 2` from
the second axis. -/
def dipole (α : ℝ) : Fin 2 → ℝ := ![Real.sin (α / 2), Real.cos (α / 2)]

/-- The strength of a mode `v`: its squared overlap with the dipole vector. -/
def strength (α : ℝ) (v : Fin 2 → ℝ) : ℝ := (dipole α ⬝ᵥ v) ^ 2

/-- `v` is a normalised eigenvector of the Casida matrix with eigenvalue `E`. -/
def IsMode (a b c E : ℝ) (v : Fin 2 → ℝ) : Prop :=
  casida a b c *ᵥ v = E • v ∧ v ⬝ᵥ v = 1

/-- Polar form of detuning and coupling: `c - a = R cos θ` and `2 b = R sin θ`, with
`R > 0` and `0 < θ < π`. -/
structure IsMixing (a b c R θ : ℝ) : Prop where
  R_pos : 0 < R
  θ_pos : 0 < θ
  θ_lt : θ < Real.pi
  detuning : c - a = R * Real.cos θ
  coupling : 2 * b = R * Real.sin θ

/-- Every pair of excitations with positive coupling has a polar form `R`, `θ`. -/
theorem exists_mixing (a c : ℝ) {b : ℝ} (hb : 0 < b) : ∃ R θ, IsMixing a b c R θ := by
  -- modulus and argument of the complex number (c - a) + 2 b i
  let w : ℂ := ⟨c - a, 2 * b⟩
  have hre : ‖w‖ * Real.cos w.arg = c - a := Complex.norm_mul_cos_arg w
  have him : ‖w‖ * Real.sin w.arg = 2 * b := Complex.norm_mul_sin_arg w
  have h0 : 0 ≤ w.arg := Complex.arg_nonneg_iff.2 (show 0 ≤ 2 * b by linarith)
  refine ⟨‖w‖, w.arg, ?_, ?_, ?_, hre.symm, him.symm⟩
  · refine lt_of_le_of_ne (norm_nonneg w) fun h => ?_
    rw [← h, zero_mul] at him
    linarith
  · refine lt_of_le_of_ne h0 fun h => ?_
    rw [← h, Real.sin_zero, mul_zero] at him
    linarith
  · refine lt_of_le_of_ne (Complex.arg_le_pi w) fun h => ?_
    rw [h, Real.sin_pi, mul_zero] at him
    linarith

private lemma isMode_iff {a b c E : ℝ} {v : Fin 2 → ℝ} : IsMode a b c E v ↔
    a * v 0 + b * v 1 = E * v 0 ∧ b * v 0 + c * v 1 = E * v 1 ∧
      v 0 * v 0 + v 1 * v 1 = 1 := by
  simp [IsMode, casida, funext_iff, Fin.forall_fin_two, dotProduct,
    Fin.sum_univ_two, and_assoc]

private lemma dipole_dot (α : ℝ) (v : Fin 2 → ℝ) :
    dipole α ⬝ᵥ v = Real.sin (α / 2) * v 0 + Real.cos (α / 2) * v 1 := by
  simp [dipole, dotProduct, Fin.sum_univ_two]

private lemma half_angle (t : ℝ) :
    Real.cos t = Real.cos (t / 2) ^ 2 - Real.sin (t / 2) ^ 2 ∧
      Real.sin t = 2 * Real.sin (t / 2) * Real.cos (t / 2) := by
  have h1 := Real.cos_add (t / 2) (t / 2)
  have h2 := Real.sin_add (t / 2) (t / 2)
  rw [add_halves] at h1 h2
  exact ⟨by linear_combination h1, by linear_combination h2⟩

private lemma radius_sq {a b c R θ : ℝ} (h : IsMixing a b c R θ) :
    (c - a) ^ 2 + (2 * b) ^ 2 = R ^ 2 := by
  rw [h.detuning, h.coupling]
  linear_combination R ^ 2 * Real.sin_sq_add_cos_sq θ

private lemma overlap_sq {s k x y : ℝ} (A B : ℝ) (hk : s ^ 2 + k ^ 2 = 1)
    (hn : x * x + y * y = 1) (hz : s * x + k * y = 0) :
    (A * x + B * y) ^ 2 = (A * k - B * s) ^ 2 := by
  have hp : (k * x - s * y) ^ 2 = 1 := by
    linear_combination (-(s * x + k * y)) * hz + (x ^ 2 + y ^ 2) * hk + hn
  have e : A * x + B * y = (A * k - B * s) * (k * x - s * y) := by
    linear_combination (A * s + B * k) * hz - (A * x + B * y) * hk
  rw [e, mul_pow, hp, mul_one]

/-- The coupled system has exactly two excitation eigenvalues, `(a + c - R) / 2` and
`(a + c + R) / 2`. -/
theorem excitation_iff {a b c R θ : ℝ} (h : IsMixing a b c R θ) (E : ℝ) :
    (∃ v, IsMode a b c E v) ↔ E = (a + c - R) / 2 ∨ E = (a + c + R) / 2 := by
  have hR := radius_sq h
  constructor
  · rintro ⟨v, hv⟩
    obtain ⟨h1, h2, h3⟩ := isMode_iff.1 hv
    -- the secular equation
    have hD : (E - a) * (E - c) - b ^ 2 = 0 := by
      linear_combination (-(E - c) * v 0 - b * v 1) * h1 +
        (-b * v 0 - (E - a) * v 1) * h2 - ((E - a) * (E - c) - b ^ 2) * h3
    have hf : (E - (a + c - R) / 2) * (E - (a + c + R) / 2) = 0 := by
      linear_combination hD + hR / 4
    rcases mul_eq_zero.1 hf with h | h
    · exact Or.inl (sub_eq_zero.1 h)
    · exact Or.inr (sub_eq_zero.1 h)
  · obtain ⟨hc, hs⟩ := half_angle θ
    have hk := Real.sin_sq_add_cos_sq (θ / 2)
    have hd := h.detuning
    have hb := h.coupling
    set s := Real.sin (θ / 2)
    set k := Real.cos (θ / 2)
    have e1 : a * k + b * (-s) = (a + c - R) / 2 * k := by
      linear_combination (-k / 2) * hd - s / 2 * hb - R * k / 2 * hc - R * s / 2 * hs
        - R * k / 2 * hk
    have e2 : b * k + c * (-s) = (a + c - R) / 2 * (-s) := by
      linear_combination k / 2 * hb - s / 2 * hd + R * k / 2 * hs - R * s / 2 * hc
        + R * s / 2 * hk
    rintro (rfl | rfl)
    · exact ⟨![k, -s], isMode_iff.2 ⟨e1, e2, show k * k + -s * -s = 1 by
        linear_combination hk⟩⟩
    · exact ⟨![s, k], isMode_iff.2
        ⟨show a * s + b * k = (a + c + R) / 2 * s by linear_combination e2,
          show b * s + c * k = (a + c + R) / 2 * k by linear_combination -e1,
          show s * s + k * k = 1 by linear_combination hk⟩⟩

/-- A normalised mode at the lower eigenvalue has strength `sin² ((α - θ) / 2)`. -/
theorem strength_lower {a b c R θ : ℝ} (h : IsMixing a b c R θ) (α : ℝ) {v : Fin 2 → ℝ}
    (hv : IsMode a b c ((a + c - R) / 2) v) :
    strength α v = Real.sin ((α - θ) / 2) ^ 2 := by
  obtain ⟨h1, -, h3⟩ := isMode_iff.1 hv
  obtain ⟨hc, hs⟩ := half_angle θ
  have hk := Real.sin_sq_add_cos_sq (θ / 2)
  have hpos : 0 < Real.sin (θ / 2) :=
    Real.sin_pos_of_pos_of_lt_pi (by linarith [h.θ_pos]) (by linarith [h.θ_pos, h.θ_lt])
  -- the eigenvalue equation is an orthogonality condition
  have h0 : R * Real.sin (θ / 2) *
      (Real.sin (θ / 2) * v 0 + Real.cos (θ / 2) * v 1) = 0 := by
    linear_combination h1 + v 0 / 2 * h.detuning - v 1 / 2 * h.coupling
      + R * v 0 / 2 * hc - R * v 1 / 2 * hs + R * v 0 / 2 * hk
  have hz := (mul_eq_zero.1 h0).resolve_left (mul_pos h.R_pos hpos).ne'
  rw [strength, dipole_dot, overlap_sq _ _ hk h3 hz, sub_div, Real.sin_sub]

/-- A normalised mode at the upper eigenvalue has strength `cos² ((α - θ) / 2)`. -/
theorem strength_upper {a b c R θ : ℝ} (h : IsMixing a b c R θ) (α : ℝ) {v : Fin 2 → ℝ}
    (hv : IsMode a b c ((a + c + R) / 2) v) :
    strength α v = Real.cos ((α - θ) / 2) ^ 2 := by
  obtain ⟨h1, -, h3⟩ := isMode_iff.1 hv
  obtain ⟨hc, hs⟩ := half_angle θ
  have hk := Real.sin_sq_add_cos_sq (θ / 2)
  have hpos : 0 < Real.cos (θ / 2) :=
    Real.cos_pos_of_mem_Ioo ⟨by linarith [h.θ_pos, h.θ_lt], by linarith [h.θ_lt]⟩
  have h0 : R * Real.cos (θ / 2) *
      (Real.cos (θ / 2) * v 0 + -Real.sin (θ / 2) * v 1) = 0 := by
    linear_combination -h1 - v 0 / 2 * h.detuning + v 1 / 2 * h.coupling
      - R * v 0 / 2 * hc + R * v 1 / 2 * hs + R * v 0 / 2 * hk
  have hz := (mul_eq_zero.1 h0).resolve_left (mul_pos h.R_pos hpos).ne'
  rw [strength, dipole_dot, overlap_sq _ _ (by linear_combination hk) h3 hz, sub_div,
    Real.cos_sub]
  ring

/-- Double-pole approximation: for normalised modes `u`, `v` with eigenvalues `E₁ < E₂` and
a dipole angle `0 ≤ α ≤ π`, the gap is `R`, at least twice the coupling; the strengths are
`sin²` and `cos²` of `(α - θ) / 2`; and the lower peak is dark exactly when `θ = α`. -/
theorem double_pole {a b c R θ α E₁ E₂ : ℝ} {u v : Fin 2 → ℝ} (h : IsMixing a b c R θ)
    (hα : α ∈ Set.Icc 0 Real.pi) (hu : IsMode a b c E₁ u) (hv : IsMode a b c E₂ v)
    (hE : E₁ < E₂) :
    E₂ - E₁ = R ∧ 2 * b ≤ E₂ - E₁ ∧
      strength α u = Real.sin ((α - θ) / 2) ^ 2 ∧
      strength α v = Real.cos ((α - θ) / 2) ^ 2 ∧
      (strength α u = 0 ↔ θ = α) := by
  have hR := h.R_pos
  -- the ordering decides which pole belongs to which mode
  have h1 : E₁ = (a + c - R) / 2 := by
    rcases (excitation_iff h E₁).1 ⟨u, hu⟩ with h1 | h1
    · exact h1
    · rcases (excitation_iff h E₂).1 ⟨v, hv⟩ with h2 | h2 <;> linarith
  have h2 : E₂ = (a + c + R) / 2 := by
    rcases (excitation_iff h E₂).1 ⟨v, hv⟩ with h2 | h2
    · linarith
    · exact h2
  have hgap : E₂ - E₁ = R := by rw [h1, h2]; ring
  rw [h1] at hu
  rw [h2] at hv
  have hsu := strength_lower h α hu
  refine ⟨hgap, ?_, hsu, strength_upper h α hv, ?_⟩
  · rw [hgap, h.coupling]
    exact mul_le_of_le_one_right hR.le (Real.sin_le_one θ)
  · rw [hsu, pow_eq_zero_iff two_ne_zero, Real.sin_eq_zero_iff_of_lt_of_lt
      (by linarith [hα.1, h.θ_lt, Real.pi_pos]) (by linarith [hα.2, h.θ_pos, Real.pi_pos])]
    constructor <;> intro h <;> linarith

/-- The gap `R` equals twice the coupling exactly when the two diagonal entries coincide. -/
theorem gap_eq_iff {a b c R θ : ℝ} (h : IsMixing a b c R θ) : R = 2 * b ↔ a = c := by
  have hR := radius_sq h
  have hb : 0 < 2 * b := by
    rw [h.coupling]
    exact mul_pos h.R_pos (Real.sin_pos_of_pos_of_lt_pi h.θ_pos h.θ_lt)
  constructor
  · intro e
    have h0 : (c - a) ^ 2 = 0 := by rw [e] at hR; linarith
    linarith [pow_eq_zero_iff two_ne_zero |>.1 h0]
  · rintro rfl
    have h0 : (R - 2 * b) * (R + 2 * b) = 0 := by linear_combination -hR
    linarith [(mul_eq_zero.1 h0).resolve_right (by linarith [h.R_pos])]

/-- For a dipole angle `0 ≤ α ≤ π` the upper peak is never dark. -/
theorem upper_bright {a b c R θ α : ℝ} {v : Fin 2 → ℝ} (h : IsMixing a b c R θ)
    (hα : α ∈ Set.Icc 0 Real.pi) (hv : IsMode a b c ((a + c + R) / 2) v) :
    0 < strength α v := by
  rw [strength_upper h α hv]
  exact pow_pos (Real.cos_pos_of_mem_Ioo
    ⟨by linarith [hα.1, h.θ_lt], by linarith [hα.2, h.θ_pos]⟩) 2

/-- Away from the two eigenvalues, the response `x` driven by the dipole vector at spectral
parameter `z` has a dipole moment that is a sum of two poles, with residues
`sin² ((α - θ) / 2)` and `cos² ((α - θ) / 2)`. -/
theorem response_two_poles {a b c R θ α z : ℝ} {x : Fin 2 → ℝ} (h : IsMixing a b c R θ)
    (hlo : z ≠ (a + c - R) / 2) (hhi : z ≠ (a + c + R) / 2)
    (hx : z • x - casida a b c *ᵥ x = dipole α) :
    dipole α ⬝ᵥ x = Real.sin ((α - θ) / 2) ^ 2 / (z - (a + c - R) / 2) +
      Real.cos ((α - θ) / 2) ^ 2 / (z - (a + c + R) / 2) := by
  have g0 : z * x 0 - (a * x 0 + b * x 1) = Real.sin (α / 2) := by
    simpa [casida, dipole, Matrix.mulVec, dotProduct, Fin.sum_univ_two] using congrFun hx 0
  have g1 : z * x 1 - (b * x 0 + c * x 1) = Real.cos (α / 2) := by
    simpa [casida, dipole, Matrix.mulVec, dotProduct, Fin.sum_univ_two] using congrFun hx 1
  obtain ⟨hcα, hsα⟩ := half_angle α
  have hA := Real.sin_sq_add_cos_sq (α / 2)
  have hS := Real.sin_sq_add_cos_sq ((α - θ) / 2)
  have ht : R * (Real.cos ((α - θ) / 2) ^ 2 - Real.sin ((α - θ) / 2) ^ 2) =
      (c - a) * (Real.cos (α / 2) ^ 2 - Real.sin (α / 2) ^ 2) +
        2 * b * (2 * Real.sin (α / 2) * Real.cos (α / 2)) := by
    rw [← (half_angle (α - θ)).1, ← hcα, ← hsα, Real.cos_sub, h.detuning, h.coupling]
    ring
  rw [dipole_dot, div_add_div _ _ (sub_ne_zero.2 hlo) (sub_ne_zero.2 hhi),
    eq_div_iff (mul_ne_zero (sub_ne_zero.2 hlo) (sub_ne_zero.2 hhi))]
  -- Cramer's rule, then comparison of the numerators
  linear_combination
    (Real.sin (α / 2) * x 0 + Real.cos (α / 2) * x 1) / 4 * radius_sq h
    + (Real.sin (α / 2) * (z - c) + Real.cos (α / 2) * b) * g0
    + (Real.sin (α / 2) * b + Real.cos (α / 2) * (z - a)) * g1
    + (z - (a + c) / 2) * hA - (z - (a + c) / 2) * hS - ht / 2

end

end DoublePoleApproximation
```

```lean
#print axioms DoublePoleApproximation.double_pole
#print axioms DoublePoleApproximation.gap_eq_iff
#print axioms DoublePoleApproximation.upper_bright
#print axioms DoublePoleApproximation.response_two_poles
```

```
'DoublePoleApproximation.double_pole' depends on axioms: [propext, Classical.choice, Quot.sound]
'DoublePoleApproximation.gap_eq_iff' depends on axioms: [propext, Classical.choice, Quot.sound]
'DoublePoleApproximation.upper_bright' depends on axioms: [propext, Classical.choice, Quot.sound]
'DoublePoleApproximation.response_two_poles' depends on axioms: [propext, Classical.choice, Quot.sound]
```

## What is fixed by the theorems, and for which model

`casida a b c` is W, `dipole α` is d, and `strength α v` is the squared overlap. `IsMode a b c E v` says that v is a real unit vector satisfying the eigenvalue equation with eigenvalue E. `IsMixing` collects the relations between a, b, c and R, θ, and `exists_mixing` shows that such R and θ exist for every b > 0.

The main theorem, `double_pole`, takes any two modes with E₁ < E₂ and any α in the closed interval from 0 to π. It returns the gap, the bound, both strengths and the condition for a dark lower peak. The result therefore doesn't depend on the eigenvector signs that a diagonaliser happens to return. `excitation_iff` shows that both eigenvalues occur and that there are no others.

The entries of W are given numbers. Nothing here derives them from a density functional, bounds the error of discarding other excitations or treats a frequency-dependent kernel. Positive eigenvalues are not assumed, so a code that takes square roots must check for them. In `response_two_poles` the parameter z is real, so a complex broadening is not covered. Rounding error is not modelled either.

## How the Lean proof carries out the algebra

`isMode_iff` turns the matrix equation into two scalar rows and the normalisation. `half_angle` and `radius_sq` supply the trigonometric identities. In `excitation_iff`, the secular equation is obtained from the rows and the normalisation, then factored into the two poles; explicit half-angle vectors then show that both are attained.

`strength_lower` and `strength_upper` use the first row to obtain the orthogonality conditions above, cancelling a positive factor. `overlap_sq` then gives the squared overlap of any unit vector orthogonal to a known direction, without choosing its sign. Most of these steps end in `linear_combination`, which checks that an equation follows from the listed ones with the stated coefficients.

`double_pole` uses the ordering E₁ < E₂ to assign the poles, then applies the strength formulas and the range of the angle. `gap_eq_iff` proves that R = 2b exactly when a = c, and `upper_bright` uses the positive cosine. `response_two_poles` follows the Cramer calculation and needs no eigenvectors.
